# For a Hermitian matrix H, fixed-point iteration of the Crank-Nicolson step converges from every start exactly when |τE| < 2 for all energy levels E

To propagate a state $x$ by one Crank-Nicolson time step $\tau$ (with $\hbar=1$), a program has to solve

$$y = x - \tfrac{i\tau}{2}H(x+y)$$

for the new state $y$. A program that can only apply $H$ to vectors may insert a guess for $y$ on the right, take the result as the next guess, and repeat. Whether the repetition converges can depend on the time step. For real-time propagation with a finite Hermitian matrix $H$ that stays fixed during the step, it converges from every first guess exactly when $|\tau|<2/|E|$ for every nonzero energy level $E$.

Replacing the physical Hamiltonian, which may be unbounded or depend on the evolving state, by such a matrix is a step that the hypotheses leave to the user.

## The iteration and its target

```lean
import Mathlib

open Matrix Filter Topology ComplexOrder

namespace CrankNicolsonFixedPoint

noncomputable section

variable {n : Type*} [Fintype n]
```

The type `n` is the finite set of basis labels, not a number. A state is a function `n → ℂ`, one complex amplitude per label, and need not be normalised.

```lean
/-- One round of the fixed-point iteration for the implicit step:
`y ↦ x - (i τ / 2) H (x + y)`. -/
def implicitMap (H : Matrix n n ℂ) (τ : ℝ) (x y : n → ℂ) : n → ℂ :=
  x - (Complex.I * τ / 2) • (H *ᵥ (x + y))
```

`implicitMap H τ x` is the map $F(y)=x-\frac{i\tau}{2}H(x+y)$. The symbol `*ᵥ` applies a matrix to a vector, and `•` multiplies by a scalar.

```lean
/-- The real number `E` is an energy level of `H`: some nonzero vector `v` satisfies
`H v = E v`. -/
def IsEnergyLevel (H : Matrix n n ℂ) (E : ℝ) : Prop :=
  ∃ v : n → ℂ, v ≠ 0 ∧ H *ᵥ v = (E : ℂ) • v
```

A real number $E$ is an energy level if $Hv=Ev$ for some $v\neq0$. For Hermitian $H$ these are all the eigenvalues.

```lean
/-- The powers of a complex factor `c`, applied to a nonzero vector, tend to zero exactly when
`c` has modulus below one. -/
theorem tendsto_mode {c : ℂ} {v : n → ℂ} (hv : v ≠ 0) :
    Tendsto (fun k : ℕ => c ^ k • v) atTop (𝓝 0) ↔ ‖c‖ < 1 := by
  constructor
  · intro h
    by_contra hc
    have hc' : 1 ≤ ‖c‖ := not_lt.mp hc
    -- the norm never falls below its initial value
    have h1 : ‖v‖ ≤ ‖(0 : n → ℂ)‖ := by
      refine ge_of_tendsto' h.norm fun k => ?_
      rw [norm_smul, norm_pow]
      exact le_mul_of_one_le_left (norm_nonneg v) (one_le_pow₀ hc')
    rw [norm_zero] at h1
    exact absurd h1 (not_le_of_gt (norm_pos_iff.mpr hv))
  · intro h
    have h1 := (tendsto_pow_atTop_nhds_zero_of_norm_lt_one h).smul_const v
    rwa [zero_smul] at h1
```

`Tendsto … atTop (𝓝 0)` says that the sequence tends to zero as $k\to\infty$. For $v\ne0$, the claim is $c^k v\to0$ if and only if $|c|<1$. If $|c|\ge1$, then $\|c^kv\|=|c|^k\|v\|\ge\|v\|>0$, which excludes the limit zero. If $|c|<1$, then $c^k\to0$. The norm here is the largest modulus of a component, which gives the same convergence as the usual quantum norm.

```lean
/-- The factor `-i τ E / 2` has modulus `|τ E| / 2`. -/
theorem norm_factor (τ E : ℝ) : ‖-(Complex.I * τ * E / 2)‖ = |τ * E| / 2 := by
  have h : -(Complex.I * τ * E / 2) = ((-(τ * E / 2) : ℝ) : ℂ) * Complex.I := by
    push_cast
    ring
  rw [h, norm_mul, Complex.norm_I, mul_one, Complex.norm_real, Real.norm_eq_abs, abs_neg,
    abs_div, abs_of_pos (by norm_num : (0 : ℝ) < 2)]
```

The factor $-i\tau E/2$ is a real number times $i$, so its modulus is $|\tau E|/2$.

```lean
variable [DecidableEq n]

/-- The Crank-Nicolson update `(1 + i τ H / 2)⁻¹ (1 - i τ H / 2) x`, for matrices `H` with
`1 + i τ H / 2` invertible. -/
def crankNicolson (H : Matrix n n ℂ) (τ : ℝ) (x : n → ℂ) : n → ℂ :=
  (1 + (Complex.I * τ / 2) • H)⁻¹ *ᵥ ((1 - (Complex.I * τ / 2) • H) *ᵥ x)
```

This is the Crank-Nicolson update

$$y_*=\left(1+\tfrac{i\tau}{2}H\right)^{-1}\left(1-\tfrac{i\tau}{2}H\right)x.$$

Lean assigns a value to `⁻¹` even for a singular matrix, so invertibility needs a proof.

## The implicit equation has one solution

```lean
variable {H : Matrix n n ℂ}

/-- For Hermitian `H` and real `τ` the matrix `1 + i τ H / 2` of the implicit step is
invertible. -/
theorem isUnit_det_implicit (hH : H.IsHermitian) (τ : ℝ) :
    IsUnit (1 + (Complex.I * τ / 2) • H).det := by
  rw [isUnit_iff_ne_zero]
  intro hdet
  obtain ⟨v, hv, h0⟩ := Matrix.exists_mulVec_eq_zero_iff.mpr hdet
  rw [Matrix.add_mulVec, Matrix.one_mulVec, Matrix.smul_mulVec] at h0
  -- the number `v† H v` is real, because `H` is Hermitian
  have hs : star v ⬝ᵥ (H *ᵥ v) = star (star v ⬝ᵥ (H *ᵥ v)) := by
    have h1 : star v ⬝ᵥ (H *ᵥ v) = star (star (H *ᵥ v) ⬝ᵥ v) := Matrix.star_dotProduct _ _
    rw [Matrix.star_mulVec, hH.eq, ← Matrix.dotProduct_mulVec] at h1
    exact h1
  have hn : star v ⬝ᵥ v = star (star v ⬝ᵥ v) := Matrix.star_dotProduct _ _
  have h2 : star v ⬝ᵥ v + (Complex.I * τ / 2) * (star v ⬝ᵥ (H *ᵥ v)) = 0 := by
    have h3 := congrArg (fun w => star v ⬝ᵥ w) h0
    simpa only [dotProduct_add, dotProduct_smul, smul_eq_mul, dotProduct_zero] using h3
  -- a real number plus an imaginary one vanishes only if both do
  have h4 := congrArg star h2
  rw [star_add, star_mul', ← hs, ← hn, star_zero] at h4
  have h5 : star (Complex.I * (τ : ℂ) / 2) = -(Complex.I * τ / 2) := by
    apply Complex.ext
    · simp
    · simp
      ring
  rw [h5] at h4
  have h6 : star v ⬝ᵥ v = 0 := by linear_combination (h2 + h4) / 2
  exact hv (dotProduct_star_self_eq_zero.mp h6)
```

Suppose $(1+\frac{i\tau}{2}H)v=0$ with $v\ne0$. Multiplying by $v^\dagger$ gives

$$v^\dagger v+\tfrac{i\tau}{2}\,v^\dagger Hv=0.$$

Since $H$ is Hermitian, $v^\dagger Hv$ is real. The first term is therefore real and the second imaginary, so $v^\dagger v=0$ and $v=0$, a contradiction. Lean separates the two terms by adding the equation `h2` to its complex conjugate `h4` and halving.

```lean
/-- For Hermitian `H` and real `τ`, the Crank-Nicolson update of `x` is the one and only fixed
point of the iteration. -/
theorem fixed_iff (hH : H.IsHermitian) (τ : ℝ) (x y : n → ℂ) :
    implicitMap H τ x y = y ↔ y = crankNicolson H τ x := by
  constructor
  · intro h
    have h1 : (1 + (Complex.I * τ / 2) • H) *ᵥ y = (1 - (Complex.I * τ / 2) • H) *ᵥ x := by
      rw [implicitMap, Matrix.mulVec_add] at h
      simp only [Matrix.add_mulVec, Matrix.sub_mulVec, Matrix.one_mulVec, Matrix.smul_mulVec]
      linear_combination (norm := module) (-1 : ℂ) • h
    rw [crankNicolson, ← h1, Matrix.mulVec_mulVec,
      Matrix.nonsing_inv_mul _ (isUnit_det_implicit hH τ), Matrix.one_mulVec]
  · intro h
    have h1 : (1 + (Complex.I * τ / 2) • H) *ᵥ y = (1 - (Complex.I * τ / 2) • H) *ᵥ x := by
      rw [h, crankNicolson, Matrix.mulVec_mulVec,
        Matrix.mul_nonsing_inv _ (isUnit_det_implicit hH τ), Matrix.one_mulVec]
    simp only [Matrix.add_mulVec, Matrix.sub_mulVec, Matrix.one_mulVec,
      Matrix.smul_mulVec] at h1
    rw [implicitMap, Matrix.mulVec_add]
    linear_combination (norm := module) (-1 : ℂ) • h1
```

Collecting the terms in $y$ turns $F(y)=y$ into

$$\left(1+\tfrac{i\tau}{2}H\right)y=\left(1-\tfrac{i\tau}{2}H\right)x,$$

and invertibility turns this into $y=y_*$. Each step can be reversed, and the two bullets in the proof are the two directions. The tactic `linear_combination (norm := module)` checks that one vector equation follows from another by linear algebra.

## Each energy component of the error has its own factor

```lean
/-- For Hermitian `H`, the error after `k` rounds is `(-i τ / 2)^k H^k` applied to the initial
error. -/
theorem iterate_error (hH : H.IsHermitian) (τ : ℝ) (x y₀ : n → ℂ) (k : ℕ) :
    (implicitMap H τ x)^[k] y₀ - crankNicolson H τ x =
      (-(Complex.I * τ / 2)) ^ k • (H ^ k *ᵥ (y₀ - crankNicolson H τ x)) := by
  have hc := (fixed_iff hH τ x _).mpr rfl
  rw [implicitMap, Matrix.mulVec_add] at hc
  have step : ∀ y, implicitMap H τ x y - crankNicolson H τ x =
      (-(Complex.I * τ / 2)) • (H *ᵥ (y - crankNicolson H τ x)) := by
    intro y
    rw [implicitMap, Matrix.mulVec_add, Matrix.mulVec_sub]
    linear_combination (norm := module) hc
  induction k with
  | zero => simp
  | succ k ih =>
    rw [Function.iterate_succ_apply', step, ih, Matrix.mulVec_smul, Matrix.mulVec_mulVec,
      smul_smul, ← pow_succ' (-(Complex.I * (τ : ℂ) / 2)), ← pow_succ' H]
```

The notation `f^[k]` means $f$ applied $k$ times. Subtracting $F(y_*)=y_*$ from $F(y)$ cancels $x$:

$$F(y)-y_*=-\tfrac{i\tau}{2}H(y-y_*).$$

This is `step` in the proof. Induction on $k$ then gives

$$F^k(y_0)-y_*=\left(-\tfrac{i\tau}{2}\right)^kH^k(y_0-y_*).$$

```lean
/-- If `H v = E v`, then `(-i τ / 2)^k H^k v = (-i τ E / 2)^k v`. -/
theorem error_mode {E : ℝ} {v : n → ℂ} (hv : H *ᵥ v = (E : ℂ) • v) (τ : ℝ) (k : ℕ) :
    (-(Complex.I * τ / 2)) ^ k • (H ^ k *ᵥ v) = (-(Complex.I * τ * E / 2)) ^ k • v := by
  have h : H ^ k *ᵥ v = (E : ℂ) ^ k • v := by
    induction k with
    | zero => simp
    | succ k ih =>
      rw [pow_succ', ← Matrix.mulVec_mulVec, ih, Matrix.mulVec_smul, hv, smul_smul, ← pow_succ]
  rw [h, smul_smul, ← mul_pow]
  congr 2
  ring
```

If $Hv=Ev$, then $H^kv=E^kv$ by induction, so $k$ rounds multiply an error $v$ by $(-i\tau E/2)^k$.

```lean
/-- Every vector is a sum of vectors `u j` with `H (u j) = E j (u j)` and real `E j`, if `H` is
Hermitian. -/
theorem eigen_expansion (hH : H.IsHermitian) (w : n → ℂ) :
    ∃ (E : n → ℝ) (u : n → n → ℂ), (∀ j, H *ᵥ u j = (E j : ℂ) • u j) ∧ w = ∑ j, u j := by
  refine ⟨hH.eigenvalues, fun j => (hH.eigenvectorBasis.repr (WithLp.toLp 2 w) j) •
    (hH.eigenvectorBasis j).ofLp, fun j => ?_, ?_⟩
  · rw [Matrix.mulVec_smul, hH.mulVec_eigenvectorBasis j]
    ext i
    simp only [Pi.smul_apply, smul_eq_mul, Complex.real_smul]
    ring
  · have h := congrArg WithLp.ofLp (hH.eigenvectorBasis.sum_repr (WithLp.toLp 2 w))
    rw [WithLp.ofLp_sum] at h
    exact h.symm
```

Every vector $w$ is a sum $\sum_j u_j$ with $Hu_j=E_ju_j$ and real $E_j$. With the orthonormal eigenvectors $e_j$ that Mathlib supplies for a Hermitian matrix, $u_j=(e_j^\dagger w)\,e_j$. Some $u_j$ may be zero.

## The limit on the time step

```lean
/-- For Hermitian `H`, real `τ` and any `x`, the fixed-point iteration converges to the
Crank-Nicolson update of `x` from every starting vector if and only if `|τ E| < 2` for all
energy levels `E` of `H`. -/
theorem converges_iff (hH : H.IsHermitian) (τ : ℝ) (x : n → ℂ) :
    (∀ y₀, Tendsto (fun k : ℕ => (implicitMap H τ x)^[k] y₀) atTop
      (𝓝 (crankNicolson H τ x))) ↔ ∀ E : ℝ, IsEnergyLevel H E → |τ * E| < 2 := by
  constructor
  · -- start at the solution displaced by an eigenvector
    rintro h E ⟨v, hv0, hv⟩
    have h1 := tendsto_sub_nhds_zero_iff.mpr (h (crankNicolson H τ x + v))
    simp only [iterate_error hH, add_sub_cancel_left, error_mode hv] at h1
    have h2 := (tendsto_mode hv0).mp h1
    rw [norm_factor] at h2
    linarith
  · -- expand the initial error in eigenvectors; each part dies out
    intro h y₀
    obtain ⟨E, u, hu, hw⟩ := eigen_expansion hH (y₀ - crankNicolson H τ x)
    have e : ∀ k : ℕ, (implicitMap H τ x)^[k] y₀ - crankNicolson H τ x =
        ∑ j, (-(Complex.I * τ * E j / 2)) ^ k • u j := by
      intro k
      rw [iterate_error hH, hw, ← Matrix.mulVecLin_apply, map_sum, Finset.smul_sum]
      exact Finset.sum_congr rfl fun j _ => error_mode (hu j) τ k
    rw [← tendsto_sub_nhds_zero_iff]
    simp only [e]
    have h1 : Tendsto (fun k : ℕ => ∑ j, (-(Complex.I * τ * E j / 2)) ^ k • u j) atTop
        (𝓝 (∑ _j : n, (0 : n → ℂ))) := by
      refine tendsto_finsetSum _ fun j _ => ?_
      by_cases h0 : u j = 0
      · simp only [h0, smul_zero]
        exact tendsto_const_nhds
      · refine (tendsto_mode h0).mpr ?_
        rw [norm_factor]
        linarith [h (E j) ⟨u j, h0, hu j⟩]
    rwa [Finset.sum_const_zero] at h1
```

The hypothesis `hH` says that $H$ is Hermitian; $\tau$ is any real number and $x$ any vector. On the left of `↔` stands convergence to $y_*$ from every $y_0$, on the right $|\tau E|<2$ for every level.

Left to right: let $Hv=Ev$ with $v\neq0$, and start at $y_0=y_*+v$. The error after $k$ rounds is $(-i\tau E/2)^kv$. It tends to zero, so `tendsto_mode` gives $|\tau E|/2<1$.

Right to left: write $y_0-y_*=\sum_ju_j$. After $k$ rounds the error is

$$\sum_j\left(-\tfrac{i\tau E_j}{2}\right)^ku_j.$$

Terms with $u_j=0$ stay zero, and the others vanish in the limit because $|\tau E_j|/2<1$. A finite sum of such terms tends to zero.

When a level violates the bound, the theorem says that some start fails, not that all do. The next theorem treats the customary start $y_0=x$ for an eigenstate.

```lean
/-- For Hermitian `H` and an eigenstate `x` of energy `E`, the iteration started at `y₀ = x`
converges to the Crank-Nicolson update of `x` if and only if `|τ E| < 2`. -/
theorem eigenstate_converges_iff (hH : H.IsHermitian) (τ : ℝ) {E : ℝ} {x : n → ℂ}
    (hx0 : x ≠ 0) (hx : H *ᵥ x = (E : ℂ) • x) :
    Tendsto (fun k : ℕ => (implicitMap H τ x)^[k] x) atTop (𝓝 (crankNicolson H τ x)) ↔
      |τ * E| < 2 := by
  have h1 : 1 + ((τ * E / 2 : ℝ) : ℂ) * Complex.I ≠ 0 := by
    intro h
    have h' := congrArg Complex.re h
    simp at h'
  -- the update multiplies the eigenstate by a number `ρ`
  obtain ⟨ρ, hρ⟩ : ∃ ρ : ℂ, (1 + ((τ * E / 2 : ℝ) : ℂ) * Complex.I) * ρ =
      1 - ((τ * E / 2 : ℝ) : ℂ) * Complex.I := ⟨_, mul_inv_cancel_left₀ h1 _⟩
  push_cast at hρ
  have hc : crankNicolson H τ x = ρ • x := by
    refine ((fixed_iff hH τ x (ρ • x)).mp ?_).symm
    have h2 : 1 - Complex.I * τ / 2 * (E + ρ * E) = ρ := by linear_combination -hρ
    rw [implicitMap, Matrix.mulVec_add, Matrix.mulVec_smul, hx]
    linear_combination (norm := module) h2 • x
  have he : H *ᵥ (x - ρ • x) = (E : ℂ) • (x - ρ • x) := by
    rw [Matrix.mulVec_sub, Matrix.mulVec_smul, hx]
    module
  rw [← tendsto_sub_nhds_zero_iff]
  simp only [iterate_error hH]
  simp only [hc, error_mode he]
  by_cases hb : x - ρ • x = 0
  · -- no initial error: this happens only for `τ E = 0`
    have h3 : (1 - ρ) • x = 0 := by rw [sub_smul, one_smul]; exact hb
    have h4 : 1 - ρ = 0 := (smul_eq_zero.mp h3).resolve_right hx0
    have h5 : ((τ * E : ℝ) : ℂ) * Complex.I = 0 := by
      push_cast
      linear_combination hρ + (1 + (τ : ℂ) * E / 2 * Complex.I) * h4
    have h6 : τ * E = 0 :=
      Complex.ofReal_eq_zero.mp ((mul_eq_zero.mp h5).resolve_right Complex.I_ne_zero)
    simp only [hb, smul_zero]
    exact ⟨fun _ => by rw [h6]; norm_num, fun _ => tendsto_const_nhds⟩
  · rw [tendsto_mode hb, norm_factor]
    constructor <;> intro h <;> linarith

end

end CrankNicolsonFixedPoint
```

Let $Hx=Ex$ with $x\neq0$. Then $y_*=\rho x$ with

$$\rho=\frac{1-i\tau E/2}{1+i\tau E/2},\qquad x-y_*=(1-\rho)x=\frac{i\tau E}{1+i\tau E/2}\,x.$$

If $\tau E\ne0$, this initial error is a nonzero eigenvector, and `tendsto_mode` gives the criterion $|\tau E|<2$. If $\tau E=0$, the start is already the solution and the bound holds too. The proof separates these cases with `by_cases hb`.

```lean
#print axioms CrankNicolsonFixedPoint.converges_iff
#print axioms CrankNicolsonFixedPoint.eigenstate_converges_iff
```

```
'CrankNicolsonFixedPoint.converges_iff' depends on axioms: [propext, Classical.choice, Quot.sound]
'CrankNicolsonFixedPoint.eigenstate_converges_iff' depends on axioms: [propext, Classical.choice, Quot.sound]
```

## A two-level system at τ = 1 and τ = 2

Take $H=\begin{pmatrix}0&1\\1&0\end{pmatrix}$, with levels $\pm1$, and $x=y_0=(1,0)$.

For $\tau=1$ the update is $y_*=(0.6,-0.8i)$. The iteration gives $y_1=(1,-i)$, $y_2=(0.5,-i)$ and $y_3=(0.5,-0.75i)$. The Euclidean length of the error halves in each round: $0.894,\ 0.447,\ 0.224,\ 0.112$.

For $\tau=2$ the bound is just missed. The iterates are $(1,0)$, $(1,-2i)$, $(-1,-2i)$, $(-1,0)$ and then $(1,0)$ again, a cycle that never settles.

## Without Hermiticity, testing real levels is not enough

The criterion tests real levels only. If $H$ is not Hermitian, this can miss the eigenvalue that matters, even when $H$ is normal and $1+\frac{i\tau}{2}H$ is invertible. Take the $1\times1$ matrix $H=4i$ and $\tau=1$. It has no real energy level, so the condition on the right of `↔` holds trivially. Yet the iteration is $y\mapsto3x+2y$, which doubles the distance to its fixed point $-3x$ in every round. The cause is the eigenvalue $4i$: it has $|\tau\cdot4i|=4\ge2$, but it is not real and so is not tested.
